# Real couplings on a finite ring give complex-conjugate symbols at opposite allowed momenta

On a ring of N sites, with N finite and nonzero, real couplings c_j define the symbol m(θ) = ∑_j c_j exp(ijθ), where j runs from 0 to N − 1 and the sum carries no normalising factor. The declaration `symbol_neg` states that at the allowed momenta 2πk/N, the symbol at −k is the complex conjugate of the symbol at k, with −k taken modulo N. No symmetry of the couplings is assumed beyond their being real. The attempt uses `symbol_momentum` to write both symbols as sums of couplings weighted by the additive character `ZMod.stdAddChar`, moves the conjugation inside the sum, and compares the two sides term by term.

In Lean, a first try:

```lean
import Mathlib

open Matrix ComplexConjugate

namespace MajoranaRingParity

noncomputable section

variable {N : ℕ} [NeZero N]

/-- The symbol `m(θ) = ∑ j, c_j exp(i j θ)` of a ring with real couplings `c`. -/
def symbol (c : ZMod N → ℝ) (θ : ℝ) : ℂ :=
  ∑ j : ZMod N, (c j : ℂ) * Complex.exp ((j.val : ℂ) * ((θ : ℂ) * Complex.I))

/-- The allowed momentum `2πk/N` on a ring of `N` sites. -/
def momentum (k : ZMod N) : ℝ := 2 * Real.pi * (k.val : ℝ) / (N : ℝ)

/-- At an allowed momentum the symbol is the sum of the couplings `c j`, each weighted by the
standard additive character at `j * k`. -/
theorem symbol_momentum (c : ZMod N → ℝ) (k : ZMod N) :
    symbol c (momentum k) = ∑ j, (c j : ℂ) * ZMod.stdAddChar (j * k) := by
  unfold symbol
  refine Finset.sum_congr rfl fun j _ => ?_
  have h : j * k = (((j.val * k.val : ℕ) : ℤ) : ZMod N) := by
    simp
  rw [h, ZMod.stdAddChar_coe]
  congr 1
  congr 1
  unfold momentum
  push_cast
  ring

/-- For real couplings the symbols at opposite momenta are complex conjugates. -/
theorem symbol_neg (c : ZMod N → ℝ) (k : ZMod N) :
    symbol c (momentum (-k)) = conj (symbol c (momentum k)) := by
  rw [symbol_momentum, symbol_momentum, map_sum]
  refine Finset.sum_congr rfl fun j _ => ?_
  rw [map_mul, Complex.conj_ofReal, mul_neg, AddChar.map_neg_eq_conj]

end

end MajoranaRingParity
```

The error:

```
Main.lean:38:6: error(lean.synthInstanceFailed): failed to synthesize instance of type class
  MulHomClass (AddChar (ZMod N) ℂ) (ZMod N) ℂ

Hint: Type class instance resolution failures can be inspected with the `set_option trace.Meta.synthInstance true` command.
Main.lean:38:15: error: Tactic `rewrite` failed: Did not find an occurrence of the pattern
  (starRingEnd ℂ) ↑?r
in the target expression
  ↑(c j) * (ZMod.stdAddChar j * ZMod.stdAddChar (-k)) = (starRingEnd ℂ) (↑(c j) * ZMod.stdAddChar (j * k))

N : ℕ
inst✝ : NeZero N
c : ZMod N → ℝ
k j : ZMod N
x✝ : j ∈ Finset.univ
⊢ ↑(c j) * (ZMod.stdAddChar j * ZMod.stdAddChar (-k)) = (starRingEnd ℂ) (↑(c j) * ZMod.stdAddChar (j * k))
```

Lean accepts the file once it reads:

```diff
@@ -36,5 +36,5 @@
   rw [symbol_momentum, symbol_momentum, map_sum]
   refine Finset.sum_congr rfl fun j _ => ?_
-  rw [map_mul, Complex.conj_ofReal, mul_neg, AddChar.map_neg_eq_conj]
+  rw [map_mul (starRingEnd ℂ), Complex.conj_ofReal, mul_neg, AddChar.map_neg_eq_conj]
 
 end
```

The failure lies in what `map_mul` rewrites. It was meant to split the conjugate of a product on the right, but with no map named it matched `ZMod.stdAddChar (j * -k)` on the left. Splitting that as a product of values would need the character to preserve multiplication, hence the `MulHomClass` instance that Lean cannot find. An additive character turns sums, not products, into products.

The second error follows from the first. The goal displayed already contains the unwanted split, `ZMod.stdAddChar j * ZMod.stdAddChar (-k)`, while the conjugation on the right still applies to the whole product. `Complex.conj_ofReal` needs the conjugate of a real number cast to ℂ, and finds none.

Writing `map_mul (starRingEnd ℂ)` fixes the map as complex conjugation, so the rewrite splits the right-hand side. `Complex.conj_ofReal` then removes the conjugate from the real coupling, `mul_neg` turns `j * -k` into `-(j * k)`, and `AddChar.map_neg_eq_conj` makes the two sides agree.
